# One Newton–Schulz sign step on an off-diagonal block matrix is one coupled square-root step

To orthogonalise a basis with overlap matrix $S$, I compute $S^{-1/2}$ from matrix products alone: I start from $Y=S$, $Z=1$ and repeat

$$Y'=\tfrac12Y(3-ZY),\qquad Z'=\tfrac12(3-ZY)Z .$$

When this converges suitably, $Z$ approaches $S^{-1/2}$. I am told that it is just the sign iteration $M\mapsto M(3-M^2)/2$ applied to $M=\begin{pmatrix}0&Y\\Z&0\end{pmatrix}$. Can that be made rigorous and machine-checked, along with what it says about errors?

## Block products, residuals and errors

Yes. For real square $Y,Z$ of equal size,

$$M^2=\begin{pmatrix}YZ&0\\0&ZY\end{pmatrix},\qquad
M(3-M^2)=\begin{pmatrix}0&Y(3-ZY)\\Z(3-YZ)&0\end{pmatrix}.$$

Since $Z(YZ)=(ZY)Z$, the lower block is $(3-ZY)Z$. Halving gives your step. The new matrix has the same block form, so induction extends the match to $k$ steps.

**Fixed points.** $M^2=1$ means $YZ=1$ and $ZY=1$; for square matrices either implies the other. If $Y$ is invertible and $Y'=Y$, then $Y(ZY)=Y$, and cancelling $Y$ gives $ZY=1$. Conversely, $ZY=1$ makes $3-ZY=2$, so both matrices are unchanged.

Invertibility matters here: $Y=Z=\mathrm{diag}(1,0)$ is also a fixed point, but $ZY\neq1$.

**Residual.** Put $R=1-ZY$. Then

$$Z'Y'=\tfrac14(2+R)(1-R)(2+R)=1-\tfrac14(3R^2+R^3),$$

so the new residual is $R^2(3+R)/4$. Only powers of $R$ occur, so $Y$ and $Z$ need not commute.

For two normalised orbitals with overlap $1/2$, one step from $Y=S$, $Z=1$ gives

$$Z'=\begin{pmatrix}1&-\frac14\\-\frac14&1\end{pmatrix},\quad
Y'=\begin{pmatrix}\frac78&\frac14\\\frac14&\frac78\end{pmatrix},\quad
1-Z'Y'=\begin{pmatrix}\frac3{16}&-\frac1{32}\\-\frac1{32}&\frac3{16}\end{pmatrix}.$$

The formula agrees, as $R^2=\frac14$. The largest residual eigenvalue in magnitude falls from $1/2$ to $7/32$.

**Errors.** Let $M^2=1$ and let $E$ be an error in $M$. Expanding $(M+E)^3$ in order, with $M^3=M$ and $M^2E=EM^2=E$, shows that the step returns

$$M+\tfrac12(E-MEM)-\tfrac12(ME^2+EME+E^2M+E^3).$$

Write $L(E)=(E-MEM)/2$. Then

$$L(L(E))=\tfrac14(E-MEM-MEM+M^2EM^2)=L(E).$$

Repeating the linear response therefore causes no further growth, though its first application can enlarge an error. For errors $F$ in $Y$ and $G$ in $Z$, block multiplication gives the responses $(F-YGY)/2$ and $(G-ZFZ)/2$.

## What the Lean statements say

Matrices are real, with a finite index type `n`. A pair `p` holds $Y$ as `p.1` and $Z$ as `p.2`; `blockEmbed p` is $M$, indexed by `n ⊕ n`. The maps `signStep` and `coupledStep` are the two iterations, `signStep^[k]` means $k$ repetitions, and `signResponse M E` is $L(E)$. Invertibility of $Y$ is `IsUnit p.1`. The assumption `M * M = 1` describes a converged block matrix, about which errors are expanded.

These are exact algebraic identities. They establish neither convergence from a given $S$ nor the identity of the limit, and they do not model rounding or sparse truncation at each step.

```lean
import Mathlib

open Matrix

namespace CoupledNewtonSchulz

noncomputable section

variable {n : Type*} [Fintype n] [DecidableEq n]

/-- One Newton-Schulz step `M (3 - M²) / 2` for the matrix sign function. -/
def signStep (M : Matrix n n ℝ) : Matrix n n ℝ :=
  (1 / 2 : ℝ) • (M * ((3 : ℝ) • 1 - M * M))

/-- One coupled step, sending `(Y, Z)` to `(Y (3 - Z Y) / 2, (3 - Z Y) Z / 2)`. -/
def coupledStep (p : Matrix n n ℝ × Matrix n n ℝ) : Matrix n n ℝ × Matrix n n ℝ :=
  ((1 / 2 : ℝ) • (p.1 * ((3 : ℝ) • 1 - p.2 * p.1)),
   (1 / 2 : ℝ) • (((3 : ℝ) • 1 - p.2 * p.1) * p.2))

/-- The block matrix `[[0, Y], [Z, 0]]` built from a pair `(Y, Z)`. -/
def blockEmbed (p : Matrix n n ℝ × Matrix n n ℝ) : Matrix (n ⊕ n) (n ⊕ n) ℝ :=
  Matrix.fromBlocks 0 p.1 p.2 0

/-- The expression `(E - M E M) / 2`. When `M² = 1`, it is the first-order response of the sign step
to an error `E` in `M`. -/
def signResponse (M E : Matrix n n ℝ) : Matrix n n ℝ :=
  (1 / 2 : ℝ) • (E - M * E * M)

/-- A sign step on `[[0, Y], [Z, 0]]` is a coupled step on the pair `(Y, Z)`. -/
theorem signStep_blockEmbed (p : Matrix n n ℝ × Matrix n n ℝ) :
    signStep (blockEmbed p) = blockEmbed (coupledStep p) := by
  simp only [signStep, blockEmbed, coupledStep, sub_eq_add_neg, ← Matrix.fromBlocks_one,
    Matrix.fromBlocks_multiply, Matrix.fromBlocks_smul, Matrix.fromBlocks_neg,
    Matrix.fromBlocks_add]
  rw [Matrix.fromBlocks_inj]
  refine ⟨by simp, by simp, ?_, by simp⟩
  -- the lower block uses Z (Y Z) = (Z Y) Z
  simp [Matrix.mul_add, Matrix.add_mul, Matrix.mul_assoc]

/-- After any number `k` of steps, the sign iteration on the block matrix
carries the `k`-th coupled iterates in its off-diagonal blocks. -/
theorem signStep_iterate_blockEmbed (p : Matrix n n ℝ × Matrix n n ℝ) (k : ℕ) :
    signStep^[k] (blockEmbed p) = blockEmbed (coupledStep^[k] p) := by
  have h : Function.Semiconj (blockEmbed (n := n)) coupledStep signStep :=
    fun q => (signStep_blockEmbed q).symm
  exact ((h.iterate_right k) p).symm

/-- The block matrix squares to the identity exactly when `Z Y = 1`. -/
theorem blockEmbed_sq_eq_one_iff (p : Matrix n n ℝ × Matrix n n ℝ) :
    blockEmbed p * blockEmbed p = 1 ↔ p.2 * p.1 = 1 := by
  simp only [blockEmbed, Matrix.fromBlocks_multiply, ← Matrix.fromBlocks_one,
    Matrix.fromBlocks_inj]
  constructor
  · intro h
    simpa using h.2.2.2
  · intro h
    have h' : p.1 * p.2 = 1 := mul_eq_one_comm.mp h
    simp [h, h']

/-- For invertible `Y`, the pair `(Y, Z)` is a fixed point of the coupled step
exactly when `Z Y = 1`. -/
theorem coupledStep_fixed_iff (p : Matrix n n ℝ × Matrix n n ℝ) (hY : IsUnit p.1) :
    coupledStep p = p ↔ p.2 * p.1 = 1 := by
  constructor
  · intro h
    have h1 : (1 / 2 : ℝ) • (p.1 * ((3 : ℝ) • 1 - p.2 * p.1)) = p.1 :=
      congrArg Prod.fst h
    have h2 : p.1 * (p.2 * p.1) = (3 : ℝ) • p.1 -
        (2 : ℝ) • ((1 / 2 : ℝ) • (p.1 * ((3 : ℝ) • 1 - p.2 * p.1))) := by
      simp only [Matrix.mul_sub, Matrix.mul_smul, Matrix.mul_one]
      module
    -- cancel the invertible factor Y
    apply hY.mul_left_cancel
    rw [h2, h1, Matrix.mul_one]
    module
  · intro h
    apply Prod.ext
    · simp only [coupledStep, h]
      simp only [Matrix.mul_sub, Matrix.mul_smul, Matrix.mul_one]
      module
    · simp only [coupledStep, h]
      simp only [Matrix.sub_mul, Matrix.smul_mul, Matrix.one_mul]
      module

/-- With `R = 1 - Z Y`, the residual after one coupled step is `R² (3 + R) / 4`. -/
theorem coupledStep_residual (p : Matrix n n ℝ × Matrix n n ℝ) :
    1 - (coupledStep p).2 * (coupledStep p).1 =
      (1 / 4 : ℝ) • ((1 - p.2 * p.1) * (1 - p.2 * p.1) *
        ((3 : ℝ) • 1 + (1 - p.2 * p.1))) := by
  simp only [coupledStep, Matrix.mul_sub, Matrix.sub_mul, Matrix.mul_add,
    Matrix.smul_mul, Matrix.mul_smul, Matrix.mul_one, Matrix.one_mul, Matrix.mul_assoc]
  module

/-- Around a matrix with `M² = 1`, the sign step passes an error `E` on through the
first-order response, up to the stated quadratic and cubic terms. -/
theorem signStep_perturbation (M E : Matrix n n ℝ) (hM : M * M = 1) :
    signStep (M + E) = M + signResponse M E -
      (1 / 2 : ℝ) • (M * E * E + E * M * E + E * E * M + E * E * E) := by
  have hM' : ∀ X : Matrix n n ℝ, M * (M * X) = X := fun X => by
    rw [← Matrix.mul_assoc, hM, Matrix.one_mul]
  simp only [signStep, signResponse, Matrix.mul_sub, Matrix.mul_add, Matrix.add_mul,
    Matrix.mul_smul, Matrix.mul_one, Matrix.mul_assoc, hM, hM']
  module

/-- If `M² = 1`, applying the first-order error response twice is the same as
applying it once. -/
theorem signResponse_idempotent (M E : Matrix n n ℝ) (hM : M * M = 1) :
    signResponse M (signResponse M E) = signResponse M E := by
  have hM' : ∀ X : Matrix n n ℝ, M * (M * X) = X := fun X => by
    rw [← Matrix.mul_assoc, hM, Matrix.one_mul]
  simp only [signResponse, Matrix.mul_sub, Matrix.sub_mul, Matrix.smul_mul,
    Matrix.mul_smul, Matrix.mul_one, Matrix.mul_assoc, hM, hM']
  module

/-- On block matrices, `signResponse` taken at the pair `(Y, Z)` sends the pair `(F, G)` to `((F - Y
G Y) / 2, (G - Z F Z) / 2)`. -/
theorem signResponse_blockEmbed (Y Z F G : Matrix n n ℝ) :
    signResponse (blockEmbed (Y, Z)) (blockEmbed (F, G)) =
      blockEmbed ((1 / 2 : ℝ) • (F - Y * G * Y), (1 / 2 : ℝ) • (G - Z * F * Z)) := by
  simp only [signResponse, blockEmbed, sub_eq_add_neg, Matrix.fromBlocks_multiply,
    Matrix.fromBlocks_smul, Matrix.fromBlocks_neg, Matrix.fromBlocks_add]
  rw [Matrix.fromBlocks_inj]
  refine ⟨by simp, by simp, by simp, by simp⟩

/-- The block matrix with `Y = [[2, 1], [1, 1]]` and `Z = [[1, -1], [-1, 2]]`
squares to the identity. -/
theorem involution_witness :
    blockEmbed ((!![2, 1; 1, 1] : Matrix (Fin 2) (Fin 2) ℝ), !![1, -1; -1, 2]) *
      blockEmbed ((!![2, 1; 1, 1] : Matrix (Fin 2) (Fin 2) ℝ), !![1, -1; -1, 2]) = 1 := by
  rw [blockEmbed_sq_eq_one_iff]
  ext i j
  fin_cases i <;> fin_cases j <;> norm_num [Matrix.mul_apply, Fin.sum_univ_succ]

end

end CoupledNewtonSchulz
```

```lean
#print axioms CoupledNewtonSchulz.signStep_iterate_blockEmbed
-- 'CoupledNewtonSchulz.signStep_iterate_blockEmbed' depends on axioms: [propext, Classical.choice, Quot.sound]
#print axioms CoupledNewtonSchulz.signStep_perturbation
-- 'CoupledNewtonSchulz.signStep_perturbation' depends on axioms: [propext, Classical.choice, Quot.sound]
#print axioms CoupledNewtonSchulz.signResponse_idempotent
-- 'CoupledNewtonSchulz.signResponse_idempotent' depends on axioms: [propext, Classical.choice, Quot.sound]
#print axioms CoupledNewtonSchulz.signResponse_blockEmbed
-- 'CoupledNewtonSchulz.signResponse_blockEmbed' depends on axioms: [propext, Classical.choice, Quot.sound]
```

## How the proofs follow the algebra

`signStep_blockEmbed` multiplies out the blocks and compares all four; associativity settles the lower-left one. `signStep_iterate_blockEmbed` states the one-step match as a `Function.Semiconj` and iterates it.

In `blockEmbed_sq_eq_one_iff`, `mul_eq_one_comm` turns $ZY=1$ into $YZ=1$. In `coupledStep_fixed_iff`, `h2` expresses $YZY$ through $Y$ and $Y'$, and `hY.mul_left_cancel` removes $Y$.

For `coupledStep_residual`, `simp only` expands the products and `module` matches the coefficients. `signStep_perturbation` and `signResponse_idempotent` do the same, with `hM'` cancelling adjacent factors $MM$ inside longer products. `signResponse_blockEmbed` compares blocks again.

Finally, `involution_witness` supplies a non-trivial $M$ with $M^2=1$: it reduces the claim to $ZY=1$ and checks the four entries.
